# No qubit channel flips every pure state with fidelity above 2/3, and a Pauli mixture attains it

The spin flip $X\mapsto \operatorname{tr}(X)1-X$ sends every pure qubit state to its orthogonal state. If it is treated as a physical gate and applied to one half of a maximally entangled pair, the resulting "density matrix" has eigenvalue $-1/2$. On Hermitian operators this flip is spin-½ time reversal, which is antiunitary. Mixing in enough of the identity map removes the negative eigenvalue, at a cost in fidelity that is computed below.

```lean
import Mathlib

open Matrix
open scoped ComplexOrder

namespace OptimalUniversalNot

noncomputable section
```

Operators on the qubit are complex $2\times2$ matrices.

```lean
/-- Complex two by two matrices, the operators on a qubit. -/
abbrev Qubit := Matrix (Fin 2) (Fin 2) ℂ
```

The Pauli matrices $\sigma_b$ are indexed by $b=0,1,2$, for $x,y,z$.

```lean
/-- The three Pauli matrices. -/
def pauli : Fin 3 → Qubit :=
  ![!![0, 1; 1, 0], !![0, -Complex.I; Complex.I, 0], !![1, 0; 0, -1]]
```

For real $a$, let $N_a(X)=a(\operatorname{tr}(X)1-X)+(1-a)X$. No range for $a$ is assumed.

```lean
/-- The mixture, with weight `a`, of the spin flip `X ↦ tr(X) 1 - X` and the identity map. -/
def flipMap (a : ℝ) (X : Qubit) : Qubit :=
  (a : ℂ) • (trace X • (1 : Qubit) - X) + (1 - (a : ℂ)) • X
```

With matrix units $E_{ik}$, the Choi matrix of a map $\Phi$ has entries $C_{(i,j),(k,l)}=\Phi(E_{ik})_{jl}$, without a factor $1/2$. By Choi's theorem, which is used here only as interpretation, a linear map is completely positive exactly when $C\ge0$.

```lean
/-- The Choi matrix of a map on qubit operators, built from its values on matrix units. -/
def choi (Φ : Qubit → Qubit) : Matrix (Fin 2 × Fin 2) (Fin 2 × Fin 2) ℂ :=
  Matrix.of fun p q => Φ (Matrix.single p.1 q.1 1) p.2 q.2
```

A channel is given by finitely many Kraus operators, $\Phi(X)=\sum_i K_iXK_i^\dagger$. Trace preservation, $\sum_iK_i^\dagger K_i=1$, is a separate hypothesis: it says that total probability is conserved.

```lean
/-- The map with Kraus operators `K i`. -/
def kraus {ι : Type*} [Fintype ι] (K : ι → Qubit) (X : Qubit) : Qubit :=
  ∑ i, K i * X * (K i)ᴴ
```

A pure state is a projector $P=P^\dagger=P^2$ with $\operatorname{tr}P=1$.

```lean
/-- A pure qubit state: a Hermitian projector of trace one. -/
def IsPure (P : Qubit) : Prop := Pᴴ = P ∧ P * P = P ∧ trace P = 1
```

Its orthogonal state is $1-P$, so the flip fidelity is $\operatorname{Re}\operatorname{tr}(\Phi(P)(1-P))$.

```lean
/-- The overlap of the output `Φ P` with the state `1 - P` orthogonal to the input. -/
def flipFidelity (Φ : Qubit → Qubit) (P : Qubit) : ℝ := (trace (Φ P * (1 - P))).re
```

The six Pauli eigenstates are $P_b^\pm=(1\pm\sigma_b)/2$; in `axisState b s` the sign is $s$.

```lean
/-- The operator `(1 + s σ_b) / 2`. -/
def axisState (b : Fin 3) (s : ℂ) : Qubit := (1 / 2 : ℂ) • (1 + s • pauli b)
```

## Pauli conjugation

Each $\sigma_b$ is Hermitian, squares to $1$ and is traceless, as its entries show.

```lean
/-- Each Pauli matrix is Hermitian, squares to one and has trace zero. -/
theorem pauli_basic (b : Fin 3) :
    (pauli b)ᴴ = pauli b ∧ pauli b * pauli b = 1 ∧ trace (pauli b) = 0 := by
  refine ⟨?_, ?_, ?_⟩
  · fin_cases b <;> ext i j <;> fin_cases i <;> fin_cases j <;> simp [pauli]
  · fin_cases b <;> ext i j <;> fin_cases i <;> fin_cases j <;>
      simp [pauli, Matrix.mul_apply, Fin.sum_univ_two]
  · fin_cases b <;> simp [pauli, Matrix.trace_fin_two]
```

Write $X=t\,1+\sum_c r_c\sigma_c$, so $\operatorname{tr}X=2t$. Since $\sigma_b\sigma_c\sigma_b$ is $\sigma_c$ for $b=c$ and $-\sigma_c$ otherwise,
$$\sum_b\sigma_bX\sigma_b=3t\,1-\sum_cr_c\sigma_c=2\operatorname{tr}(X)1-X.$$
Lean compares the four matrix entries instead.

```lean
/-- Conjugating by the three Pauli matrices and adding gives `2 tr(X) 1 - X`. -/
theorem pauli_sum (X : Qubit) :
    ∑ b, pauli b * X * pauli b = (2 * trace X) • (1 : Qubit) - X := by
  ext i j
  simp only [Fin.sum_univ_three, Matrix.add_apply, Matrix.sub_apply, Matrix.mul_apply,
    Fin.sum_univ_two]
  fin_cases i <;> fin_cases j <;>
    simp [pauli, Matrix.trace_fin_two] <;>
    (try ring_nf) <;> (try simp only [Complex.I_sq]) <;> (try ring)
```

## The allowed weights

Since $N_a(E_{ik})=a\delta_{ik}1+(1-2a)E_{ik}$, the quadratic form of the Choi matrix on a vector $x$ with components $x_{ij}$ is
$$x^\dagger Cx=a\sum_{i,j}|x_{ij}|^2+(1-2a)|x_{00}+x_{11}|^2.$$
Using $|x_{00}|^2+|x_{11}|^2=\tfrac12|x_{00}-x_{11}|^2+\tfrac12|x_{00}+x_{11}|^2$ gives
$$a(|x_{01}|^2+|x_{10}|^2)+\tfrac a2|x_{00}-x_{11}|^2+\tfrac{2-3a}2|x_{00}+x_{11}|^2.$$

```lean
/-- The quadratic form of the Choi matrix of `flipMap a` is a weighted sum of squared moduli. -/
theorem choi_form (a : ℝ) (x : Fin 2 × Fin 2 → ℂ) :
    star x ⬝ᵥ (choi (flipMap a) *ᵥ x) =
      ((a * (Complex.normSq (x (0, 1)) + Complex.normSq (x (1, 0)))
        + a / 2 * Complex.normSq (x (0, 0) - x (1, 1))
        + (2 - 3 * a) / 2 * Complex.normSq (x (0, 0) + x (1, 1)) : ℝ) : ℂ) := by
  push_cast
  simp only [Complex.normSq_eq_conj_mul_self, map_add, map_sub]
  simp [dotProduct, Matrix.mulVec, Fintype.sum_prod_type, Fin.sum_univ_two, choi, flipMap,
    Matrix.single, Matrix.trace_fin_two]
  ring
```

The product vector $e_{01}$ gives $a\ge0$. The normalised entangled vector $(e_{00}+e_{11})/\sqrt2$ gives $2-3a\ge0$; the code omits the $1/\sqrt2$ and gets twice this value. Conversely, for $0\le a\le2/3$ all the weights are nonnegative. Lean's `PosSemidef` also requires $C$ to be Hermitian, which is checked entry by entry.

```lean
/-- The Choi matrix of `flipMap a` is positive semidefinite exactly when `0 ≤ a ≤ 2/3`. -/
theorem choi_posSemidef_iff (a : ℝ) :
    (choi (flipMap a)).PosSemidef ↔ 0 ≤ a ∧ a ≤ 2 / 3 := by
  constructor
  · intro h
    -- test on a product vector and on the maximally entangled vector
    have h1 := h.dotProduct_mulVec_nonneg (fun p => if p = (0, 1) then 1 else 0)
    have h2 := h.dotProduct_mulVec_nonneg (fun p => if p.1 = p.2 then 1 else 0)
    rw [choi_form] at h1 h2
    have h3 := Complex.zero_le_real.mp h1
    have h4 := Complex.zero_le_real.mp h2
    norm_num [Complex.normSq_apply] at h3 h4
    constructor <;> linarith
  · rintro ⟨h0, h1⟩
    refine Matrix.PosSemidef.of_dotProduct_mulVec_nonneg ?_ ?_
    · ext ⟨i, j⟩ ⟨k, l⟩
      fin_cases i <;> fin_cases j <;> fin_cases k <;> fin_cases l <;>
        simp [choi, flipMap, Matrix.single, Matrix.trace_fin_two]
    · intro x
      rw [choi_form]
      apply Complex.zero_le_real.mpr
      have h2 : 0 ≤ (2 - 3 * a) / 2 := by linarith
      have n1 := Complex.normSq_nonneg (x (0, 1))
      have n2 := Complex.normSq_nonneg (x (1, 0))
      have n3 := Complex.normSq_nonneg (x (0, 0) - x (1, 1))
      have n4 := Complex.normSq_nonneg (x (0, 0) + x (1, 1))
      positivity
```

At the upper endpoint,
$$N_{2/3}(X)=\tfrac23\operatorname{tr}(X)1-\tfrac13X=\tfrac13\sum_b\sigma_bX\sigma_b.$$

```lean
/-- At `a = 2/3` the map is one third of the sum of the three Pauli conjugations. -/
theorem flipMap_two_thirds (X : Qubit) :
    flipMap (2 / 3) X = (1 / 3 : ℂ) • ∑ b, pauli b * X * pauli b := by
  rw [pauli_sum, flipMap]
  push_cast
  module
```

Thus $K_b=\sigma_b/\sqrt3$ are Kraus operators for $N_{2/3}$, and $\sum_bK_b^\dagger K_b=\tfrac13\sum_b\sigma_b^2=1$. The endpoint is a channel: apply one of the three Pauli gates, chosen with equal probability.

```lean
/-- The operators `σ_b / √3` satisfy the trace-preservation condition and are Kraus operators
of `flipMap (2/3)`. -/
theorem flipMap_two_thirds_kraus :
    let K : Fin 3 → Qubit := fun b => (((√3)⁻¹ : ℝ) : ℂ) • pauli b
    ∑ b, (K b)ᴴ * K b = 1 ∧ kraus K = flipMap (2 / 3) := by
  intro K
  have hr : (((√3)⁻¹ : ℝ) : ℂ) * (((√3)⁻¹ : ℝ) : ℂ) = 1 / 3 := by
    rw [← Complex.ofReal_mul, ← mul_inv, Real.mul_self_sqrt (by norm_num)]
    norm_num
  have hK : ∀ b, (K b)ᴴ = K b := fun b => by
    simp only [K, Matrix.conjTranspose_smul, (pauli_basic b).1, Complex.star_def,
      Complex.conj_ofReal]
  constructor
  · simp only [hK]
    simp only [K, smul_mul_assoc, mul_smul_comm, smul_smul, hr, (pauli_basic _).2.1,
      Fin.sum_univ_three]
    module
  · funext X
    rw [flipMap_two_thirds, kraus, Finset.smul_sum]
    simp only [hK]
    simp only [K, smul_mul_assoc, mul_smul_comm, smul_smul, hr]
```

For pure $P$, $N_a(P)=a(1-P)+(1-a)P$. Multiplying by $1-P$ leaves $a(1-P)$, whose trace is $a$. The fidelity is therefore the same for every pure state, and equals $2/3$ at the endpoint.

```lean
/-- `flipMap a` sends every pure state to its orthogonal state with the same fidelity `a`. -/
theorem flipFidelity_flipMap (a : ℝ) {P : Qubit} (hP : IsPure P) :
    flipFidelity (flipMap a) P = a := by
  obtain ⟨-, h2, h1⟩ := hP
  have h : flipMap a P * (1 - P) = (a : ℂ) • (1 - P) := by
    simp only [flipMap, h1, one_smul, add_mul, sub_mul, mul_sub, smul_mul_assoc, mul_one,
      one_mul, h2]
    module
  rw [flipFidelity, h, Matrix.trace_smul, Matrix.trace_sub, Matrix.trace_one, h1]
  norm_num
```

## The bound for all channels

The six test states are pure: $\sigma_b^2=1$ gives $(P_b^\pm)^2=P_b^\pm$, and $\operatorname{tr}\sigma_b=0$ gives unit trace.

```lean
/-- The operators `(1 ± σ_b) / 2` are pure states. -/
theorem axisState_isPure (b : Fin 3) {s : ℂ} (hs : s = 1 ∨ s = -1) :
    IsPure (axisState b s) := by
  obtain ⟨hh, hq, ht⟩ := pauli_basic b
  refine ⟨?_, ?_, ?_⟩
  · rcases hs with rfl | rfl <;> simp [axisState, Matrix.conjTranspose_smul, hh]
  · rcases hs with rfl | rfl <;>
      simp only [axisState, mul_add, add_mul, smul_mul_assoc, mul_smul_comm, mul_one,
        one_mul, hq] <;> module
  · simp [axisState, Matrix.trace_smul, Matrix.trace_add, ht]
```

Because $1-P_b^\pm=P_b^\mp$, expanding the products cancels the terms linear in $\sigma_b$:
$$\sum_\pm\operatorname{tr}(KP_b^\pm MP_b^\mp)=\tfrac12\bigl[\operatorname{tr}(KM)-\operatorname{tr}(K\sigma_bM\sigma_b)\bigr].$$
Summing over $b$ with the Pauli identity gives $2\operatorname{tr}(MK)-\operatorname{tr}K\operatorname{tr}M$.

```lean
/-- The flip overlaps of `X ↦ K X M`, added over the six states `(1 ± σ_b) / 2`, give
`2 tr(M K) - tr(K) tr(M)`. -/
theorem six_state_sum (K M : Qubit) :
    ∑ b, (trace (K * axisState b 1 * M * (1 - axisState b 1))
      + trace (K * axisState b (-1) * M * (1 - axisState b (-1))))
      = trace (M * K) + trace (M * K) - trace K * trace M := by
  have h : ∀ b, trace (K * axisState b 1 * M * (1 - axisState b 1))
      + trace (K * axisState b (-1) * M * (1 - axisState b (-1)))
      = (1 / 2 : ℂ) * (trace (K * M) - trace (K * (pauli b * M * pauli b))) := fun b => by
    rw [← Matrix.trace_add, ← Matrix.trace_sub, ← smul_eq_mul (1 / 2 : ℂ),
      ← Matrix.trace_smul]
    congr 1
    simp only [axisState, mul_add, add_mul, mul_sub, smul_mul_assoc, mul_smul_comm,
      mul_one, mul_assoc]
    module
  have hs : ∑ b, trace (K * (pauli b * M * pauli b))
      = 2 * trace M * trace K - trace (K * M) := by
    rw [← Matrix.trace_sum, ← Finset.mul_sum, pauli_sum, mul_sub, mul_smul_comm, mul_one,
      Matrix.trace_sub, Matrix.trace_smul, smul_eq_mul]
  simp only [h]
  rw [← Finset.mul_sum, Finset.sum_sub_distrib, hs, Matrix.trace_mul_comm M K]
  simp only [Fin.sum_univ_three]
  ring
```

Set $M=K_i^\dagger$ and sum over $i$. The six fidelities add up to
$$\sum_i\bigl(2\operatorname{tr}(K_i^\dagger K_i)-|\operatorname{tr}K_i|^2\bigr)\le2\operatorname{tr}1=4.$$
If every pure state is flipped with fidelity at least $f$, then $6f\le4$. In Lean, `hsum` is the bound by four, and `hp` and `hm` apply the hypothesis to the two signs.

```lean
/-- If a qubit channel flips every pure state with fidelity at least `f`, then `f ≤ 2/3`. -/
theorem universal_not_bound {ι : Type*} [Fintype ι] (K : ι → Qubit)
    (hK : ∑ i, (K i)ᴴ * K i = 1) (f : ℝ)
    (hf : ∀ P, IsPure P → f ≤ flipFidelity (kraus K) P) : f ≤ 2 / 3 := by
  have hfid : ∀ P, flipFidelity (kraus K) P
      = ∑ i, (trace (K i * P * (K i)ᴴ * (1 - P))).re := fun P => by
    simp only [flipFidelity, kraus, Finset.sum_mul, Matrix.trace_sum, Complex.re_sum]
  have htr : ∑ i, (trace ((K i)ᴴ * K i)).re = 2 := by
    rw [← Complex.re_sum, ← Matrix.trace_sum, hK]
    simp
  -- the six fidelities add up to at most four
  have hsum : ∑ b, (flipFidelity (kraus K) (axisState b 1)
      + flipFidelity (kraus K) (axisState b (-1))) ≤ 4 := by
    simp only [hfid, ← Finset.sum_add_distrib]
    rw [Finset.sum_comm]
    calc _ ≤ ∑ i, 2 * (trace ((K i)ᴴ * K i)).re := by
          apply Finset.sum_le_sum
          intro i _
          have h := congrArg Complex.re (six_state_sum (K i) (K i)ᴴ)
          rw [Matrix.trace_conjTranspose, Complex.star_def, Complex.mul_conj] at h
          simp only [Complex.re_sum, Complex.add_re, Complex.sub_re, Complex.ofReal_re] at h
          rw [h]
          linarith [Complex.normSq_nonneg (trace (K i))]
      _ = 4 := by rw [← Finset.mul_sum, htr]; norm_num
  have hp := fun b => hf _ (axisState_isPure b (Or.inl rfl))
  have hm := fun b => hf _ (axisState_isPure b (Or.inr rfl))
  rw [Fin.sum_univ_three] at hsum
  linarith [hp 0, hp 1, hp 2, hm 0, hm 1, hm 2]

end

end OptimalUniversalNot
```

The trace condition cannot be dropped altogether, although $\sum_iK_i^\dagger K_i\le1$ would suffice for the bound: the operators $K_b=\sigma_b$ have $\sum_bK_b^\dagger K_b=3\cdot1$ and give "fidelity" $2$ on every pure state. The proof uses the fidelity hypothesis only at the six Pauli eigenstates. The two eigenstates of a single axis would not be enough, since $\sigma_x$ alone flips both eigenstates of $\sigma_z$ perfectly.

For quantum information, this limits how well an unknown qubit can be inverted from a single copy by a deterministic channel. Taking finitely many Kraus operators is no restriction, since every qubit channel can be written with at most four. Several input copies and uniqueness of the optimal channel are not treated.

```lean
#print axioms OptimalUniversalNot.choi_posSemidef_iff
-- 'OptimalUniversalNot.choi_posSemidef_iff' depends on axioms: [propext, Classical.choice, Quot.sound]
#print axioms OptimalUniversalNot.flipMap_two_thirds_kraus
-- 'OptimalUniversalNot.flipMap_two_thirds_kraus' depends on axioms: [propext, Classical.choice, Quot.sound]
#print axioms OptimalUniversalNot.flipFidelity_flipMap
-- 'OptimalUniversalNot.flipFidelity_flipMap' depends on axioms: [propext, Classical.choice, Quot.sound]
#print axioms OptimalUniversalNot.universal_not_bound
-- 'OptimalUniversalNot.universal_not_bound' depends on axioms: [propext, Classical.choice, Quot.sound]
```
